# In a parabolic band, the polar-emission loss rate has a single peak and cannot balance a constant input power above that peak

Treat the power that the electric field delivers to a carrier as a fixed number $p$, the same at every carrier energy. The carrier has one energy $x$, measured in units of the optical-phonon energy, and it loses energy only by emitting polar optical phonons, which requires $x\ge 1$. For a parabolic band and a phonon energy that does not depend on wavevector, the loss rate, in units that absorb the coupling strength, the phonon energy and the emission factor $N+1$ (where $N$ is the phonon occupation), is
$$P(x)=\frac{\operatorname{arsinh}\sqrt{x-1}}{\sqrt{x}},\qquad x\ge 1,$$
and $p$ is measured in the same units. A balance point is an energy $x\ge1$ with $P(x)=p$.

In this model there is exactly one $a>0$ with $a\tanh a=1$. The loss rate rises strictly on $[1,\cosh^2 a]$ and then falls strictly to zero. If $p>1/\sinh a$, there is no balance point; if $0<p<1/\sinh a$, there are exactly two.

## The peak, the decay and the crossings by hand

Put $u=\operatorname{arsinh}\sqrt{x-1}\ge 0$. Then $\sinh^2u=x-1$, so $x=\cosh^2u$ and $\sqrt x=\cosh u$. Hence
$$P(\cosh^2u)=\frac{u}{\cosh u},$$
and $x$ increases strictly with $u$. The slope in the new variable is
$$\frac{d}{du}\frac{u}{\cosh u}=\frac{\cosh u-u\sinh u}{\cosh^2u}.$$

Its sign is opposite to that of $g(u)=u\sinh u-\cosh u$. Since $g'(u)=\sinh u+u\cosh u-\sinh u=u\cosh u$, the function $g$ increases strictly for $u\ge0$. Moreover $g(0)=-1$, while
$$g(2)=\tfrac12\left(e^2-3e^{-2}\right)>0,$$
because $e^2\ge3$ and $e^{-2}<1$. So $g$ has exactly one zero $a>0$, and dividing $a\sinh a=\cosh a$ by $\cosh a$ gives $a\tanh a=1$. The loss rate rises for $u<a$ and falls for $u>a$.

For the decay, $e^u\ge1+u+u^2/2$ gives $\cosh u>u^2/4$, so $0<u/\cosh u<4/u$ for $u>0$, which tends to zero.

At the peak, $a\sinh a=\cosh a$ gives $a/\cosh a=1/\sinh a$. A larger $p$ therefore exceeds $P(x)$ at every $x\ge1$. For $0<p<1/\sinh a$, continuity gives a crossing on the rising branch, which starts from $P(1)=0$, and another on the falling branch, which tends to zero. Strict monotonicity allows only one on each.

At the borderline $p=1/\sinh a$ the two crossings merge at $x=\cosh^2a$. Numerically, $a\approx1.1997$, $\cosh^2a\approx3.277$ and $1/\sinh a\approx0.6627$. The theorem `polarLoss_peak` below states that $x=\cosh^2a$ is a balance point at the borderline. That it is the only one there follows from the strict monotonicity on each side, but no theorem below states it, and the decimals come from numerical evaluation.

In code, bisection of $g$ on $[0,2]$ finds $a$. For $0<p<1/\sinh a$, the equation $u/\cosh u=p$ then has one root bracketed by $[0,a]$ and one by $[a,4/p]$, and $x=\cosh^2u$ recovers the energies. For an energy-balance solver with this single-energy loss rate and constant input power, the threshold tells whether there is a root to search for.

## The loss rate and its hyperbolic parameter in Lean

```lean
import Mathlib

open Real Set Filter Topology

namespace PolarRunaway
```

The definition transcribes $P$ as a function on all real numbers. The results about balance concern energies `1 ≤ x`.

```lean
/-- Reduced energy-loss rate of a carrier by polar phonon emission, at energy `x ≥ 1`
in units of the phonon energy. -/
noncomputable def polarLoss (x : ℝ) : ℝ := Real.arsinh (√(x - 1)) / √x
```

The first theorem is the substitution $x=\cosh^2u$. The hypothesis `0 ≤ u` lets the square root of $\sinh^2u$ be $\sinh u$.

```lean
/-- With the energy written as `x = cosh² u`, `u ≥ 0`, the loss rate is `u / cosh u`. -/
theorem polarLoss_cosh_sq {u : ℝ} (hu : 0 ≤ u) :
    polarLoss (Real.cosh u ^ 2) = u / Real.cosh u := by
  have h : Real.cosh u ^ 2 - 1 = Real.sinh u ^ 2 := by
    rw [Real.cosh_sq]; ring
  rw [polarLoss, h, Real.sqrt_sq (Real.sinh_nonneg_iff.2 hu), Real.arsinh_sinh,
    Real.sqrt_sq (Real.cosh_pos u).le]
```

The next lemma supplies such a $u$ for every allowed energy, and the two after it show that energies are ordered as their parameters are. Together they carry monotonicity from $u$ back to $x$.

```lean
/-- Every energy `x ≥ 1` has the form `cosh² u` with `u ≥ 0`. -/
lemma exists_param {x : ℝ} (hx : 1 ≤ x) : ∃ u : ℝ, 0 ≤ u ∧ Real.cosh u ^ 2 = x := by
  refine ⟨Real.arsinh (√(x - 1)), Real.arsinh_nonneg_iff.2 (Real.sqrt_nonneg _), ?_⟩
  rw [Real.cosh_sq, Real.sinh_arsinh, Real.sq_sqrt (by linarith)]
  ring

/-- For nonnegative parameters, the energy `cosh² u` is ordered as `u` is. -/
lemma cosh_sq_lt {u v : ℝ} (hu : 0 ≤ u) (hv : 0 ≤ v) :
    Real.cosh u ^ 2 < Real.cosh v ^ 2 ↔ u < v := by
  rw [sq_lt_sq, abs_of_pos (Real.cosh_pos u), abs_of_pos (Real.cosh_pos v),
    Real.cosh_lt_cosh, abs_of_nonneg hu, abs_of_nonneg hv]

lemma cosh_sq_le {u v : ℝ} (hu : 0 ≤ u) (hv : 0 ≤ v) :
    Real.cosh u ^ 2 ≤ Real.cosh v ^ 2 ↔ u ≤ v :=
  not_lt.symm.trans ((not_congr (cosh_sq_lt hv hu)).trans not_lt)
```

## One solution of the peak condition

The physical condition $a\tanh a=1$ is exchanged for $a\sinh a=\cosh a$, the form in which $g$ vanishes.

```lean
lemma peak_iff (a : ℝ) : a * Real.tanh a = 1 ↔ a * Real.sinh a = Real.cosh a := by
  rw [Real.tanh_eq_sinh_div_cosh, ← mul_div_assoc, div_eq_one_iff_eq (Real.cosh_pos a).ne']
```

Continuity of $g$ and the derivative $u\cosh u$ give its strict increase on `Ici 0`, the half-line $u\ge0$. The derivative need only be positive in the interior, so its zero at $u=0$ does no harm.

```lean
lemma continuous_slope : Continuous (fun u : ℝ => u * Real.sinh u - Real.cosh u) :=
  (continuous_id.mul Real.continuous_sinh).sub Real.continuous_cosh

/-- The function `u sinh u - cosh u` increases strictly for `u ≥ 0`. -/
lemma slope_strictMono :
    StrictMonoOn (fun u : ℝ => u * Real.sinh u - Real.cosh u) (Ici 0) := by
  apply strictMonoOn_of_deriv_pos (convex_Ici 0) continuous_slope.continuousOn
  intro u hu
  rw [interior_Ici] at hu
  have hd : HasDerivAt (fun u : ℝ => u * Real.sinh u - Real.cosh u) (u * Real.cosh u) u :=
    (((hasDerivAt_id' u).fun_mul (Real.hasDerivAt_sinh u)).fun_sub
      (Real.hasDerivAt_cosh u)).congr_deriv (by ring)
  rw [hd.deriv]
  exact mul_pos (mem_Ioi.1 hu) (Real.cosh_pos u)
```

The intermediate value theorem on $(0,2)$ now produces $a$, using the two exponential bounds from the hand calculation. Injectivity of $g$ gives uniqueness, expressed by `∃!`.

```lean
/-- The peak condition `u tanh u = 1` has exactly one positive solution. -/
theorem existsUnique_peak : ∃! a : ℝ, 0 < a ∧ a * Real.tanh a = 1 := by
  have h0 : (0 : ℝ) * Real.sinh 0 - Real.cosh 0 < 0 := by simp
  have h2 : 0 < (2 : ℝ) * Real.sinh 2 - Real.cosh 2 := by
    have e1 := Real.add_one_le_exp (2 : ℝ)
    have e2 : Real.exp (-2) < 1 := Real.exp_lt_one_iff.2 (by norm_num)
    rw [Real.sinh_eq, Real.cosh_eq]
    linarith
  obtain ⟨a, ha, hz⟩ := intermediate_value_Ioo (by norm_num : (0 : ℝ) ≤ 2)
    continuous_slope.continuousOn ⟨h0, h2⟩
  refine ⟨a, ⟨ha.1, (peak_iff a).2 (sub_eq_zero.1 hz)⟩, ?_⟩
  rintro b ⟨hb, hb1⟩
  exact slope_strictMono.injOn (mem_Ici.2 hb.le) (mem_Ici.2 ha.1.le)
    ((sub_eq_zero.2 ((peak_iff b).1 hb1)).trans hz.symm)
```

## The rising and falling branches

The quotient rule gives the slope of $u/\cosh u$.

```lean
lemma hasDerivAt_param (u : ℝ) : HasDerivAt (fun v : ℝ => v / Real.cosh v)
    ((Real.cosh u - u * Real.sinh u) / Real.cosh u ^ 2) u :=
  ((hasDerivAt_id' u).fun_div (Real.hasDerivAt_cosh u)
    (Real.cosh_pos u).ne').congr_deriv (by rw [one_mul])
```

In each of the next two theorems, `key` proves monotonicity in $u$ by comparing $g(u)$ with $g(a)=0$. The remaining lines write two energies as $\cosh^2u$ and $\cosh^2v$ and transfer the inequality. Both intervals include the peak.

```lean
/-- If `a > 0` and `a tanh a = 1`, the loss rate increases strictly from `x = 1` up to
`x = cosh² a`. -/
theorem polarLoss_strictMonoOn {a : ℝ} (ha : 0 < a) (h : a * Real.tanh a = 1) :
    StrictMonoOn polarLoss (Icc 1 (Real.cosh a ^ 2)) := by
  have key : StrictMonoOn (fun v : ℝ => v / Real.cosh v) (Icc 0 a) := by
    apply strictMonoOn_of_deriv_pos (convex_Icc 0 a)
      (fun u _ => (hasDerivAt_param u).continuousAt.continuousWithinAt)
    intro u hu
    rw [interior_Icc] at hu
    have h1 : u * Real.sinh u - Real.cosh u < a * Real.sinh a - Real.cosh a :=
      slope_strictMono (mem_Ici.2 hu.1.le) (mem_Ici.2 ha.le) hu.2
    rw [(hasDerivAt_param u).deriv]
    exact div_pos (by linarith [(peak_iff a).1 h]) (pow_pos (Real.cosh_pos u) 2)
  intro x hx y hy hxy
  obtain ⟨u, hu, rfl⟩ := exists_param hx.1
  obtain ⟨v, hv, rfl⟩ := exists_param hy.1
  rw [polarLoss_cosh_sq hu, polarLoss_cosh_sq hv]
  exact key ⟨hu, (cosh_sq_le hu ha.le).1 hx.2⟩ ⟨hv, (cosh_sq_le hv ha.le).1 hy.2⟩
    ((cosh_sq_lt hu hv).1 hxy)

/-- If `a > 0` and `a tanh a = 1`, the loss rate decreases strictly from `x = cosh² a` on. -/
theorem polarLoss_strictAntiOn {a : ℝ} (ha : 0 < a) (h : a * Real.tanh a = 1) :
    StrictAntiOn polarLoss (Ici (Real.cosh a ^ 2)) := by
  have key : StrictAntiOn (fun v : ℝ => v / Real.cosh v) (Ici a) := by
    apply strictAntiOn_of_deriv_neg (convex_Ici a)
      (fun u _ => (hasDerivAt_param u).continuousAt.continuousWithinAt)
    intro u hu
    rw [interior_Ici] at hu
    have hau : a < u := mem_Ioi.1 hu
    have h1 : a * Real.sinh a - Real.cosh a < u * Real.sinh u - Real.cosh u :=
      slope_strictMono (mem_Ici.2 ha.le) (mem_Ici.2 (ha.trans hau).le) hau
    rw [(hasDerivAt_param u).deriv]
    exact div_neg_of_neg_of_pos (by linarith [(peak_iff a).1 h])
      (pow_pos (Real.cosh_pos u) 2)
  have h1 : 1 ≤ Real.cosh a ^ 2 := one_le_pow₀ (Real.one_le_cosh a)
  intro x hx y hy hxy
  obtain ⟨u, hu, rfl⟩ := exists_param (h1.trans (mem_Ici.1 hx))
  obtain ⟨v, hv, rfl⟩ := exists_param (h1.trans (mem_Ici.1 hy))
  rw [polarLoss_cosh_sq hu, polarLoss_cosh_sq hv]
  exact key (mem_Ici.2 ((cosh_sq_le ha.le hu).1 hx)) (mem_Ici.2 ((cosh_sq_le ha.le hv).1 hy))
    ((cosh_sq_lt hu hv).1 hxy)
```

For the limit, given a tolerance $\varepsilon>0$, the proof takes energies from $\cosh^2(4/\varepsilon)$ on. There $u\varepsilon\ge4$, and $\cosh u>u^2/4$ yields $u\le\varepsilon u^2/4<\varepsilon\cosh u$.

```lean
/-- The loss rate tends to zero at high energy. -/
theorem polarLoss_tendsto : Tendsto polarLoss atTop (𝓝 0) := by
  rw [Metric.tendsto_atTop]
  intro ε hε
  have hv : 0 < 4 / ε := by positivity
  refine ⟨Real.cosh (4 / ε) ^ 2, fun x hx => ?_⟩
  obtain ⟨u, hu, rfl⟩ := exists_param ((one_le_pow₀ (Real.one_le_cosh (4 / ε))).trans hx)
  have h4 : 4 ≤ u * ε := (div_le_iff₀ hε).1 ((cosh_sq_le hv.le hu).1 hx)
  -- `cosh u` exceeds the quadratic `u² / 4`
  have hc : u ^ 2 / 4 < Real.cosh u := by
    rw [Real.cosh_eq]
    linarith [Real.quadratic_le_exp_of_nonneg hu, Real.exp_pos (-u)]
  rw [polarLoss_cosh_sq hu, Real.dist_eq, sub_zero,
    abs_of_nonneg (div_nonneg hu (Real.cosh_pos u).le), div_lt_iff₀ (Real.cosh_pos u)]
  have h5 := mul_lt_mul_of_pos_left hc hε
  have h6 := mul_le_mul_of_nonneg_left h4 hu
  nlinarith
```

The peak value follows by cross-multiplication.

```lean
/-- If `a > 0` and `a tanh a = 1`, the loss rate at `x = cosh² a` is `1 / sinh a`. -/
theorem polarLoss_peak {a : ℝ} (ha : 0 < a) (h : a * Real.tanh a = 1) :
    polarLoss (Real.cosh a ^ 2) = 1 / Real.sinh a := by
  rw [polarLoss_cosh_sq ha.le,
    div_eq_div_iff (Real.cosh_pos a).ne' (Real.sinh_pos_iff.2 ha).ne', one_mul]
  exact (peak_iff a).1 h
```

## No balance above the peak, two balance points below it

The main theorem says that some positive `a` satisfies the peak condition, that any other positive solution equals it, and that `polarLoss` rises strictly from energy `1` up to `Real.cosh a ^ 2`, falls strictly beyond it and tends to zero. Its last clause rules out a balance point above the peak value: if `1 / Real.sinh a < p`, then `polarLoss x < p` for every `x ≥ 1`, so input exceeds loss at every such energy. The proof compares $x$ with the peak on whichever branch contains it.

```lean
/-- The loss rate rises strictly from `x = 1` up to `x = cosh² a`, where `a` is the only positive
solution of `a tanh a = 1`, then falls strictly and tends to zero. An input power `p` above
`1 / sinh a` exceeds the loss rate at every energy `x ≥ 1`. -/
theorem polar_runaway : ∃ a : ℝ, 0 < a ∧ a * Real.tanh a = 1 ∧
    (∀ b : ℝ, 0 < b → b * Real.tanh b = 1 → b = a) ∧
    StrictMonoOn polarLoss (Icc 1 (Real.cosh a ^ 2)) ∧
    StrictAntiOn polarLoss (Ici (Real.cosh a ^ 2)) ∧
    Tendsto polarLoss atTop (𝓝 0) ∧
    ∀ p : ℝ, 1 / Real.sinh a < p → ∀ x : ℝ, 1 ≤ x → polarLoss x < p := by
  obtain ⟨a, ⟨ha, h⟩, huniq⟩ := existsUnique_peak
  have hm := polarLoss_strictMonoOn ha h
  have hd := polarLoss_strictAntiOn ha h
  refine ⟨a, ha, h, fun b hb hb1 => huniq b ⟨hb, hb1⟩, hm, hd, polarLoss_tendsto, ?_⟩
  intro p hp x hx
  refine lt_of_le_of_lt ?_ hp
  rw [← polarLoss_peak ha h]
  rcases le_total x (Real.cosh a ^ 2) with hxa | hxa
  · exact hm.monotoneOn ⟨hx, hxa⟩ ⟨hx.trans hxa, le_rfl⟩ hxa
  · exact hd.antitoneOn (mem_Ici.2 le_rfl) (mem_Ici.2 hxa) hxa
```

The theorem for input powers below the peak value takes `a` with its peak condition as a hypothesis, which `existsUnique_peak` can supply. It places $x_1$ strictly between $1$ and the peak and $x_2$ strictly beyond the peak, and the final equivalence says that these are the only balance points. To find $x_2$, the proof uses the limit to choose an energy `y` past the peak where the loss is already below `p`, then applies the intermediate value theorem between the peak and `y`. Injectivity on each branch rules out further solutions.

```lean
/-- If `a > 0` and `a tanh a = 1`, a positive input power below `1 / sinh a` has exactly two
balance points with `x ≥ 1`, one on each side of `x = cosh² a`. -/
theorem two_balance_points {a p : ℝ} (ha : 0 < a) (h : a * Real.tanh a = 1)
    (hp : 0 < p) (hpa : p < 1 / Real.sinh a) :
    ∃ x₁ x₂ : ℝ, 1 < x₁ ∧ x₁ < Real.cosh a ^ 2 ∧ Real.cosh a ^ 2 < x₂ ∧
      ∀ x : ℝ, 1 ≤ x → (polarLoss x = p ↔ x = x₁ ∨ x = x₂) := by
  have hX : 1 ≤ Real.cosh a ^ 2 := one_le_pow₀ (Real.one_le_cosh a)
  have hcont : ContinuousOn polarLoss (Ici 1) :=
    (Real.continuous_arsinh.comp (Real.continuous_sqrt.comp
      (continuous_id.sub continuous_const))).continuousOn.div
      Real.continuous_sqrt.continuousOn
      (fun x hx => (Real.sqrt_pos.2 (lt_of_lt_of_le one_pos (mem_Ici.1 hx))).ne')
  have h1 : polarLoss 1 = 0 := by simp [polarLoss]
  rw [← polarLoss_peak ha h] at hpa
  -- one crossing on the rising branch, one on the falling branch
  obtain ⟨x₁, hx₁, e₁⟩ := intermediate_value_Ioo hX
    (hcont.mono (fun _ hy => mem_Ici.2 hy.1)) ⟨h1.trans_lt hp, hpa⟩
  obtain ⟨y, hyp, hy⟩ :=
    (((tendsto_order.1 polarLoss_tendsto).2 p hp).and
      (eventually_gt_atTop (Real.cosh a ^ 2))).exists
  obtain ⟨x₂, hx₂, e₂⟩ := intermediate_value_Ioo' hy.le
    (hcont.mono (fun _ hz => mem_Ici.2 (hX.trans hz.1))) ⟨hyp, hpa⟩
  refine ⟨x₁, x₂, hx₁.1, hx₁.2, hx₂.1, fun x hx => ⟨fun e => ?_, ?_⟩⟩
  · rcases le_total x (Real.cosh a ^ 2) with hxa | hxa
    · exact Or.inl ((polarLoss_strictMonoOn ha h).injOn ⟨hx, hxa⟩
        ⟨hx₁.1.le, hx₁.2.le⟩ (e.trans e₁.symm))
    · exact Or.inr ((polarLoss_strictAntiOn ha h).injOn (mem_Ici.2 hxa)
        (mem_Ici.2 hx₂.1.le) (e.trans e₂.symm))
  · rintro (rfl | rfl)
    · exact e₁
    · exact e₂

end PolarRunaway
```

```lean
#print axioms PolarRunaway.polarLoss_peak
#print axioms PolarRunaway.polar_runaway
#print axioms PolarRunaway.two_balance_points
```

```
'PolarRunaway.polarLoss_peak' depends on axioms: [propext, Classical.choice, Quot.sound]
'PolarRunaway.polar_runaway' depends on axioms: [propext, Classical.choice, Quot.sound]
'PolarRunaway.two_balance_points' depends on axioms: [propext, Classical.choice, Quot.sound]
```

These theorems concern the algebraic balance $P(x)=p$. They do not derive the loss rate from the electron–phonon interaction, and they leave out phonon absorption, other scattering channels, band nonparabolicity, the spread of carrier energies and any dependence of the input power on energy.
